# Interlacing zeros of neighbouring spherical Bessel functions, and the levels in a hard sphere

A particle moves inside an impenetrable sphere of radius \(R\), where the potential is zero. With angular momentum \(l\) and wave number \(k\), its radial wave is the spherical Bessel function \(j_l(kr)\), which must vanish at the wall. For \(l=0\) this means \(\sin kR=0\), so two successive levels have \(kR=\pi\) and \(kR=2\pi\). Is there an \(l=1\) level between them?

Multiply \(j_1(x)=\sin x/x^2-\cos x/x\) by \(x^2\) to get \(u(x)=\sin x-x\cos x\). Its derivative is \(u'(x)=x\sin x\), which is negative on \((\pi,2\pi)\). There \(u\) falls strictly from \(\pi\) to \(-2\pi\), so it vanishes exactly once, near \(x=4.49\). The derivative of the scaled \(j_1\) is governed by \(j_0\), and the parts below extend this to every natural \(l\).

## The functions and the levels

```lean
import Mathlib

open Set

namespace SphericalBesselZeros

noncomputable section
```

`sphBessel l x` is \(j_l(x)\), defined by its closed forms for \(l=0,1\) and by \(j_{l+2}=\frac{2l+3}{x}j_{l+1}-j_l\). Only positive zeros are used, so the value that Lean assigns to division by zero at the origin plays no role.

```lean
/-- The spherical Bessel function `j_l(x)` for `x ≠ 0`, given by its closed forms for `l = 0, 1`
and the three-term recurrence in `l`. -/
def sphBessel : ℕ → ℝ → ℝ
  | 0, x => Real.sin x / x
  | 1, x => Real.sin x / x ^ 2 - Real.cos x / x
  | l + 2, x => (2 * (l : ℝ) + 3) / x * sphBessel (l + 1) x - sphBessel l x
```

`scaled l x`, written \(u_l(x)\), starts from \(u_0=\sin x\) and \(u_1=\sin x-x\cos x\), and continues with \(u_{l+2}=(2l+3)u_{l+1}-x^2u_l\).

```lean
/-- The scaled function `u_l`, built without division so that it is regular at the origin. -/
def scaled : ℕ → ℝ → ℝ
  | 0, x => Real.sin x
  | 1, x => Real.sin x - x * Real.cos x
  | l + 2, x => (2 * (l : ℝ) + 3) * scaled (l + 1) x - x ^ 2 * scaled l x
```

`ConsecutiveZeros f a b` says that \(0<a<b\), that \(f\) vanishes at both points, and that it has no zero in the open interval `Ioo a b`.

```lean
/-- `a < b` are consecutive positive zeros of `f`. -/
structure ConsecutiveZeros (f : ℝ → ℝ) (a b : ℝ) : Prop where
  pos : 0 < a
  lt : a < b
  left : f a = 0
  right : f b = 0
  between : ∀ x ∈ Ioo a b, f x ≠ 0
```

A hard-wall level is an energy \(E=(\hbar k)^2/(2m)\) with \(k>0\) and \(j_l(kR)=0\). The infinite wall stands for a barrier that the particle cannot penetrate at all. The step from the Schrödinger equation in the sphere to this condition is taken over as a definition.

```lean
/-- `E` is a level of angular momentum `l` for a particle of mass `m ≠ 0` in an impenetrable sphere
of radius `R > 0`: the radial wave `j_l(k r)` vanishes at the wall and `E = (ħk)²/(2m)`. -/
def IsHardWallLevel (m hbar R : ℝ) (l : ℕ) (E : ℝ) : Prop :=
  ∃ k : ℝ, 0 < k ∧ sphBessel l (k * R) = 0 ∧ E = (hbar * k) ^ 2 / (2 * m)
```

## (a) The scaled function in terms of \(j_l\)

Show that for every \(l\) and every \(x\neq0\)
\[
u_l(x)=x^{l+1}j_l(x),\qquad u_{l+1}(x)=x^{l+2}j_{l+1}(x).
\]

**Solution.** For \(l=0\) both equations follow from the closed forms. If they hold for \(l\), then
\[
x^{l+3}j_{l+2}=(2l+3)x^{l+2}j_{l+1}-x^2\,x^{l+1}j_l=(2l+3)u_{l+1}-x^2u_l=u_{l+2}.
\]
The recurrence reaches back two steps, so the induction in Lean carries both equations together. `hq` cancels the factor \(x\), and `linear_combination` does the remaining algebra.

```lean
/-- Away from the origin `u_l(x) = x^(l+1) j_l(x)`, stated for `l` and `l + 1` together. -/
theorem scaled_eq (l : ℕ) {x : ℝ} (hx : x ≠ 0) :
    scaled l x = x ^ (l + 1) * sphBessel l x ∧
      scaled (l + 1) x = x ^ (l + 2) * sphBessel (l + 1) x := by
  induction l with
  | zero =>
    constructor
    · show Real.sin x = x ^ 1 * (Real.sin x / x)
      field_simp
    · show Real.sin x - x * Real.cos x = x ^ 2 * (Real.sin x / x ^ 2 - Real.cos x / x)
      field_simp
  | succ l ih =>
    refine ⟨ih.2, ?_⟩
    show (2 * (l : ℝ) + 3) * scaled (l + 1) x - x ^ 2 * scaled l x =
      x ^ (l + 3) * ((2 * (l : ℝ) + 3) / x * sphBessel (l + 1) x - sphBessel l x)
    rw [ih.1, ih.2]
    have hq : x * ((2 * (l : ℝ) + 3) / x) = 2 * (l : ℝ) + 3 := by field_simp
    linear_combination (-(x ^ (l + 2) * sphBessel (l + 1) x)) * hq
```

## (b) Derivatives that change \(l\) by one

Show that for every real \(x\)
\[
x\,u_l'=(2l+1)u_l-u_{l+1},\qquad u_{l+1}'=x\,u_l .
\]

**Solution.** For \(l=0\) these read \(x\cos x=\sin x-(\sin x-x\cos x)\) and \((\sin x-x\cos x)'=x\sin x\). Assume both for \(l\). The first relation for \(l+1\) is the recurrence:
\[
x\,u_{l+1}'=x^2u_l=(2l+3)u_{l+1}-u_{l+2}.
\]
For the second, differentiate the recurrence:
\[
\begin{aligned}
u_{l+2}'&=(2l+3)x\,u_l-2x\,u_l-x^2u_l'\\
&=(2l+1)x\,u_l-x\big[(2l+1)u_l-u_{l+1}\big]=x\,u_{l+1}.
\end{aligned}
\]
In Lean, `HasDerivAt` states that the derivative exists and gives its value. The number `d` is \(u_l'(x)\).

```lean
/-- The ladder relations `x u_l' = (2l+1) u_l - u_(l+1)` and `u_(l+1)' = x u_l`. -/
theorem scaled_ladder (l : ℕ) (x : ℝ) :
    (∃ d, HasDerivAt (scaled l) d x ∧
      x * d = (2 * (l : ℝ) + 1) * scaled l x - scaled (l + 1) x) ∧
    HasDerivAt (scaled (l + 1)) (x * scaled l x) x := by
  induction l with
  | zero =>
    refine ⟨⟨Real.cos x, Real.hasDerivAt_sin x, ?_⟩, ?_⟩
    · show x * Real.cos x =
        (2 * ((0 : ℕ) : ℝ) + 1) * Real.sin x - (Real.sin x - x * Real.cos x)
      push_cast
      ring
    · have h : HasDerivAt (fun y => Real.sin y - y * Real.cos y) (x * Real.sin x) x :=
        ((Real.hasDerivAt_sin x).fun_sub
          ((hasDerivAt_id' x).fun_mul (Real.hasDerivAt_cos x))).congr_deriv (by ring)
      exact h
  | succ l ih =>
    obtain ⟨⟨d, hd, hxd⟩, h1⟩ := ih
    refine ⟨⟨x * scaled l x, h1, ?_⟩, ?_⟩
    · rw [show scaled (l + 1 + 1) x =
        (2 * (l : ℝ) + 3) * scaled (l + 1) x - x ^ 2 * scaled l x from rfl]
      push_cast
      ring
    · have hsq : HasDerivAt (fun y : ℝ => y ^ 2) (2 * x) x := by
        simpa using hasDerivAt_pow 2 x
      have h : HasDerivAt (fun y => (2 * (l : ℝ) + 3) * scaled (l + 1) y - y ^ 2 * scaled l y)
          (x * scaled (l + 1) x) x :=
        ((h1.const_mul (2 * (l : ℝ) + 3)).fun_sub (hsq.fun_mul hd)).congr_deriv
          (by linear_combination (-x) * hxd)
      exact h
```

## (c) Equal values force a zero

Let \(0\le a<b\) and \(u_{l+1}(a)=u_{l+1}(b)\). Show that
\[
j_l(c)=0\quad\text{for some }c\in(a,b).
\]

**Solution.** By Rolle's theorem \(u_{l+1}'(c)=c\,u_l(c)=0\) for some \(c\in(a,b)\). Since \(c>0\), we get \(u_l(c)=0\), and (a) turns this into \(c^{l+1}j_l(c)=0\), hence \(j_l(c)=0\). Rolle's theorem is `exists_hasDerivAt_eq_zero` in Mathlib, and the two uses of `mul_eq_zero` remove the nonzero factors.

```lean
/-- If `u_(l+1)` takes equal values at `0 ≤ a < b`, then `j_l` has a zero in `(a,b)`. -/
theorem exists_zero_of_scaled_eq (l : ℕ) {a b : ℝ} (ha : 0 ≤ a) (hab : a < b)
    (h : scaled (l + 1) a = scaled (l + 1) b) : ∃ c ∈ Ioo a b, sphBessel l c = 0 := by
  obtain ⟨c, hc, h0⟩ := exists_hasDerivAt_eq_zero (f' := fun x => x * scaled l x) hab
    (fun x _ => (scaled_ladder l x).2.continuousAt.continuousWithinAt) h
    (fun x _ => (scaled_ladder l x).2)
  have hc0 : c ≠ 0 := (ha.trans_lt hc.1).ne'
  have h1 : scaled l c = 0 := (mul_eq_zero.mp h0).resolve_left hc0
  rw [(scaled_eq l hc0).1] at h1
  exact ⟨c, hc, (mul_eq_zero.mp h1).resolve_left (pow_ne_zero _ hc0)⟩
```

## (d) From \(l+1\) down to \(l\)

Let \(0<a<b\) be any two zeros of \(j_{l+1}\), consecutive or not. Show that
\[
\exists\,c\in(a,b):\quad j_l(c)=0 .
\]

**Solution.** By (a), \(u_{l+1}(a)=a^{l+2}j_{l+1}(a)=0\), and likewise \(u_{l+1}(b)=0\). The values agree, so (c) applies. The Lean proof is this substitution.

```lean
/-- Between any two positive zeros of `j_(l+1)` lies a zero of `j_l`. -/
theorem exists_zero_between_of_succ (l : ℕ) {a b : ℝ} (ha : 0 < a) (hab : a < b)
    (hza : sphBessel (l + 1) a = 0) (hzb : sphBessel (l + 1) b = 0) :
    ∃ c ∈ Ioo a b, sphBessel l c = 0 :=
  exists_zero_of_scaled_eq l ha.le hab (by
    rw [(scaled_eq l ha.ne').2, (scaled_eq l (ha.trans hab).ne').2, hza, hzb, mul_zero, mul_zero])
```

## (e) The stretch next to the origin

Let \(b>0\) and \(j_{l+1}(b)=0\). Show that
\[
\exists\,c\in(0,b):\quad j_l(c)=0 .
\]

**Solution.** First, \(u_n(0)=0\) for every \(n\). This holds for \(u_0=\sin x\), and the first relation of (b) at \(x=0\) reads \(0=(2n+1)u_n(0)-u_{n+1}(0)\), which passes it from \(n\) to \(n+1\). Hence \(u_{l+1}(0)=0=u_{l+1}(b)\), and (c) applies with \(a=0\). The induction is the step `h0` in the code.

```lean
/-- Between the origin and any positive zero of `j_(l+1)` lies a zero of `j_l`. -/
theorem exists_zero_before (l : ℕ) {b : ℝ} (hb : 0 < b) (hz : sphBessel (l + 1) b = 0) :
    ∃ c ∈ Ioo 0 b, sphBessel l c = 0 := by
  -- the scaled functions all vanish at the origin
  have h0 : ∀ n : ℕ, scaled n 0 = 0 := by
    intro n
    induction n with
    | zero => exact Real.sin_zero
    | succ n ih =>
      obtain ⟨d, -, hd⟩ := (scaled_ladder n 0).1
      rw [ih] at hd
      linarith
  exact exists_zero_of_scaled_eq l le_rfl hb (by
    rw [h0, (scaled_eq l hb.ne').2, hz, mul_zero])
```

## (f) From \(l\) up to \(l+1\)

Let \(0<a<b\) be any two zeros of \(j_l\). Show that
\[
\exists\,c\in(a,b):\quad j_{l+1}(c)=0 .
\]

**Solution.** Take \(w=u_l/x^{2l+1}=x^{-l}j_l\), which vanishes at \(a\) and \(b\). By the first relation of (b),
\[
w'=\frac{x\,u_l'-(2l+1)u_l}{x^{2l+2}}=-\frac{u_{l+1}}{x^{2l+2}} .
\]
Rolle's theorem gives \(c\in(a,b)\) with \(w'(c)=0\), so \(u_{l+1}(c)=0\) and, by (a), \(j_{l+1}(c)=0\). In Lean, `hder` is the formula for \(w'\); the rest runs as in (c).

```lean
/-- Between any two positive zeros of `j_l` lies a zero of `j_(l+1)`. -/
theorem exists_succ_zero_between (l : ℕ) {a b : ℝ} (ha : 0 < a) (hab : a < b)
    (hza : sphBessel l a = 0) (hzb : sphBessel l b = 0) :
    ∃ c ∈ Ioo a b, sphBessel (l + 1) c = 0 := by
  -- `x^(-l) j_l = u_l / x^(2l+1)` has the derivative `-u_(l+1) / x^(2l+2)` for `x > 0`
  have hder : ∀ x : ℝ, 0 < x → HasDerivAt (fun y => scaled l y / y ^ (2 * l + 1))
      (-scaled (l + 1) x / x ^ (2 * l + 2)) x := by
    intro x hx
    obtain ⟨d, hd, hxd⟩ := (scaled_ladder l x).1
    have hp : HasDerivAt (fun y : ℝ => y ^ (2 * l + 1)) ((2 * (l : ℝ) + 1) * x ^ (2 * l)) x := by
      simpa using hasDerivAt_pow (2 * l + 1) x
    refine (hd.fun_div hp (pow_ne_zero _ hx.ne')).congr_deriv ?_
    rw [div_eq_div_iff (by positivity) (by positivity)]
    linear_combination (x ^ (4 * l + 2)) * hxd
  obtain ⟨c, hc, h0⟩ := exists_hasDerivAt_eq_zero
    (f' := fun x => -scaled (l + 1) x / x ^ (2 * l + 2)) hab
    (fun x hx => (hder x (ha.trans_le hx.1)).continuousAt.continuousWithinAt)
    (by simp only [(scaled_eq l ha.ne').1, (scaled_eq l (ha.trans hab).ne').1, hza, hzb,
          mul_zero, zero_div])
    (fun x hx => hder x (ha.trans hx.1))
  have hc0 : c ≠ 0 := (ha.trans hc.1).ne'
  have h1 : scaled (l + 1) c = 0 :=
    neg_eq_zero.mp ((div_eq_zero_iff.mp h0).resolve_right (pow_ne_zero _ hc0))
  rw [(scaled_eq l hc0).2] at h1
  exact ⟨c, hc, (mul_eq_zero.mp h1).resolve_left (pow_ne_zero _ hc0)⟩
```

## (g) The zeros never stop

Show that for every \(l\) and every real \(M\)
\[
\exists\,x>\max(M,0):\quad j_l(x)=0 .
\]

**Solution.** For \(l=0\) choose a natural number \(n>M\) and take \(x=(n+1)\pi\). If the claim holds for \(l\), pick a positive zero \(a>M\) of \(j_l\) and then another, \(b>a\). By (f), \(j_{l+1}\) vanishes somewhere in \((a,b)\), hence beyond \(M\). The Lean induction uses its hypothesis twice in the same way.

So every positive zero has later ones, and since \(j_l\) is analytic and not identically zero, its zeros are isolated and one of the later ones comes next. This last step is not formalised; the theorems below take the consecutive pair as given.

```lean
/-- Every `j_l` has arbitrarily large positive zeros. -/
theorem exists_zero_gt (l : ℕ) : ∀ M : ℝ, ∃ x, M < x ∧ 0 < x ∧ sphBessel l x = 0 := by
  induction l with
  | zero =>
    intro M
    obtain ⟨n, hn⟩ := exists_nat_gt M
    have hn0 : (0 : ℝ) ≤ n := Nat.cast_nonneg n
    refine ⟨((n + 1 : ℕ) : ℝ) * Real.pi, ?_, by positivity, ?_⟩
    · push_cast
      nlinarith [Real.pi_gt_three]
    · show Real.sin (((n + 1 : ℕ) : ℝ) * Real.pi) / _ = 0
      rw [Real.sin_nat_mul_pi, zero_div]
  | succ l ih =>
    intro M
    obtain ⟨a, hMa, ha, hza⟩ := ih M
    obtain ⟨b, hab, -, hzb⟩ := ih a
    obtain ⟨c, hc, hzc⟩ := exists_succ_zero_between l ha hab hza hzb
    exact ⟨c, hMa.trans hc.1, ha.trans hc.1, hzc⟩
```

## (h) Exactly one zero of \(j_{l+1}\)

Let \(a<b\) be consecutive positive zeros of \(j_l\). Show that
\[
\exists!\,x\in(a,b):\quad j_{l+1}(x)=0 .
\]

**Solution.** Part (f) supplies a zero \(c\). If there were a second zero \(y\) in \((a,b)\), then (d) would put a zero of \(j_l\) between \(y\) and \(c\), hence inside \((a,b)\), where there is none. Lean's `∃!` means existence together with uniqueness, and `rcases` separates the cases \(y<c\) and \(y>c\).

```lean
/-- Between consecutive positive zeros of `j_l` the function `j_(l+1)` has exactly one zero. -/
theorem zeros_interlace (l : ℕ) {a b : ℝ} (h : ConsecutiveZeros (sphBessel l) a b) :
    ∃! x, x ∈ Ioo a b ∧ sphBessel (l + 1) x = 0 := by
  obtain ⟨c, hc, hzc⟩ := exists_succ_zero_between l h.pos h.lt h.left h.right
  refine ⟨c, ⟨hc, hzc⟩, ?_⟩
  rintro y ⟨hy, hzy⟩
  by_contra hne
  -- a second zero would force a zero of `j_l` inside the interval
  rcases lt_or_gt_of_ne hne with hlt | hlt
  · obtain ⟨z, hz, h0⟩ := exists_zero_between_of_succ l (h.pos.trans hy.1) hlt hzy hzc
    exact h.between z ⟨hy.1.trans hz.1, hz.2.trans hc.2⟩ h0
  · obtain ⟨z, hz, h0⟩ := exists_zero_between_of_succ l (h.pos.trans hc.1) hlt hzc hzy
    exact h.between z ⟨hc.1.trans hz.1, hz.2.trans hy.2⟩ h0
```

## (i) Exactly one zero of \(j_l\)

Now let \(a<b\) be consecutive positive zeros of \(j_{l+1}\). Show that
\[
\exists!\,x\in(a,b):\quad j_l(x)=0 .
\]

**Solution.** The two tools trade places. Part (d) supplies a zero of \(j_l\), and a second one would, by (f), force a zero of \(j_{l+1}\) inside \((a,b)\). The code repeats (h) with the two lemmas exchanged.

```lean
/-- Between consecutive positive zeros of `j_(l+1)` the function `j_l` has exactly one zero. -/
theorem zeros_interlace_converse (l : ℕ) {a b : ℝ}
    (h : ConsecutiveZeros (sphBessel (l + 1)) a b) :
    ∃! x, x ∈ Ioo a b ∧ sphBessel l x = 0 := by
  obtain ⟨c, hc, hzc⟩ := exists_zero_between_of_succ l h.pos h.lt h.left h.right
  refine ⟨c, ⟨hc, hzc⟩, ?_⟩
  rintro y ⟨hy, hzy⟩
  by_contra hne
  rcases lt_or_gt_of_ne hne with hlt | hlt
  · obtain ⟨z, hz, h0⟩ := exists_succ_zero_between l (h.pos.trans hy.1) hlt hzy hzc
    exact h.between z ⟨hy.1.trans hz.1, hz.2.trans hc.2⟩ h0
  · obtain ⟨z, hz, h0⟩ := exists_succ_zero_between l (h.pos.trans hc.1) hlt hzc hzy
    exact h.between z ⟨hc.1.trans hz.1, hz.2.trans hy.2⟩ h0
```

## (j) The energy levels

Let \(m,\hbar,R>0\), and let \(E_1<E_2\) be levels of angular momentum \(l\) with no other level of the same \(l\) between them. Show that
\[
\exists!\,E\in(E_1,E_2):\quad E\text{ is a level of angular momentum }l+1 .
\]

**Solution.** Write \(E_i=(\hbar k_i)^2/(2m)\) with \(k_i>0\). The energy increases strictly with \(k>0\), so \(k_1<k_2\). A zero \(x\) of \(j_l\) between \(k_1R\) and \(k_2R\) would give a level with \(k=x/R\) between \(E_1\) and \(E_2\), which is excluded. So \(k_1R\) and \(k_2R\) are consecutive zeros, and (h) gives exactly one zero \(x\) of \(j_{l+1}\) between them. The level sought is
\[
E=\frac{(\hbar x/R)^2}{2m}.
\]
Any other candidate has a wave number \(k\) with \(kR\) a zero in the same interval, so \(kR=x\) and the energies agree.

In Lean, `mono` and `anti` translate between the order of wave numbers and that of energies, `hno` is the absence of intermediate levels, and `hcons` is the consecutive pair. The reverse statement (i) is given for zeros only, not for energies.

For one particle in zero potential behind an infinite wall, successive levels of one \(l\) thus bracket a single level of \(l+1\), which gives a root search an interval with exactly one root. The \(2l+1\) magnetic states of a level are not counted separately.

```lean
/-- For positive mass, `ħ` and radius, exactly one hard-wall level of angular momentum `l + 1`
lies strictly between two successive levels of angular momentum `l`. -/
theorem hardWall_levels_interlace {m hbar R : ℝ} (hm : 0 < m) (hh : 0 < hbar) (hR : 0 < R)
    (l : ℕ) {E₁ E₂ : ℝ} (hE : E₁ < E₂) (h₁ : IsHardWallLevel m hbar R l E₁)
    (h₂ : IsHardWallLevel m hbar R l E₂)
    (hno : ∀ E ∈ Ioo E₁ E₂, ¬ IsHardWallLevel m hbar R l E) :
    ∃! E, E ∈ Ioo E₁ E₂ ∧ IsHardWallLevel m hbar R (l + 1) E := by
  obtain ⟨k₁, hk₁, hz₁, rfl⟩ := h₁
  obtain ⟨k₂, hk₂, hz₂, rfl⟩ := h₂
  -- the energy is strictly increasing in the wave number
  have mono : ∀ {p q : ℝ}, 0 < p → p < q →
      (hbar * p) ^ 2 / (2 * m) < (hbar * q) ^ 2 / (2 * m) := by
    intro p q hp hpq
    gcongr
  have anti : ∀ {p q : ℝ}, 0 < q →
      (hbar * p) ^ 2 / (2 * m) < (hbar * q) ^ 2 / (2 * m) → p < q := by
    intro p q hq h
    by_contra hn
    rcases (not_lt.mp hn).lt_or_eq with h' | h'
    · exact lt_asymm h (mono hq h')
    · rw [h'] at h
      exact lt_irrefl _ h
  have hcons : ConsecutiveZeros (sphBessel l) (k₁ * R) (k₂ * R) := by
    refine ⟨mul_pos hk₁ hR, mul_lt_mul_of_pos_right (anti hk₂ hE) hR, hz₁, hz₂, ?_⟩
    intro x hx hzx
    have hl : k₁ < x / R := (lt_div_iff₀ hR).mpr hx.1
    have hr : x / R < k₂ := (div_lt_iff₀ hR).mpr hx.2
    exact hno _ ⟨mono hk₁ hl, mono (hk₁.trans hl) hr⟩
      ⟨x / R, hk₁.trans hl, by rw [div_mul_cancel₀ x hR.ne']; exact hzx, rfl⟩
  obtain ⟨x, ⟨hx, hzx⟩, hu⟩ := zeros_interlace l hcons
  have hl : k₁ < x / R := (lt_div_iff₀ hR).mpr hx.1
  have hr : x / R < k₂ := (div_lt_iff₀ hR).mpr hx.2
  refine ⟨(hbar * (x / R)) ^ 2 / (2 * m), ⟨⟨mono hk₁ hl, mono (hk₁.trans hl) hr⟩,
    x / R, hk₁.trans hl, by rw [div_mul_cancel₀ x hR.ne']; exact hzx, rfl⟩, ?_⟩
  rintro E ⟨hEk, k, hk, hzk, rfl⟩
  have hkx : k * R = x := hu (k * R) ⟨⟨mul_lt_mul_of_pos_right (anti hk hEk.1) hR,
    mul_lt_mul_of_pos_right (anti hk₂ hEk.2) hR⟩, hzk⟩
  rw [← hkx, mul_div_cancel_right₀ k hR.ne']

end

end SphericalBesselZeros
```

```lean
#print axioms SphericalBesselZeros.exists_zero_before
#print axioms SphericalBesselZeros.exists_zero_gt
#print axioms SphericalBesselZeros.zeros_interlace_converse
#print axioms SphericalBesselZeros.hardWall_levels_interlace
```

```
'SphericalBesselZeros.exists_zero_before' depends on axioms: [propext, Classical.choice, Quot.sound]
'SphericalBesselZeros.exists_zero_gt' depends on axioms: [propext, Classical.choice, Quot.sound]
'SphericalBesselZeros.zeros_interlace_converse' depends on axioms: [propext, Classical.choice, Quot.sound]
'SphericalBesselZeros.hardWall_levels_interlace' depends on axioms: [propext, Classical.choice, Quot.sound]
```
